# Configuration averages of a pairwise interaction over two electron shells

Let `ι` label spin orbitals. An occupation is a finite set $S$ of labels, and $v_{ij}$ is a real pair energy.

```lean
import Mathlib

open Finset

namespace RelativisticConfigurationAverage

noncomputable section

variable {ι : Type*} [DecidableEq ι]
```

The interaction energy is $E(S)=\frac12\sum_{i\ne j\in S}v_{ij}$, so diagonal values do not enter it. For a determinant of orthonormal spin orbitals, $v_{ij}$ stands for the direct minus the exchange integral. It is unchanged when $i$ and $j$ are swapped, which is the hypothesis `hv` where it appears.

```lean
/-- The interaction energy of the occupied set `S`: half the sum of `v` over ordered pairs
of distinct spin orbitals. -/
def pairEnergy (v : ι → ι → ℝ) (S : Finset ι) : ℝ :=
  (∑ i ∈ S, ∑ j ∈ S, if i = j then 0 else v i j) / 2
```

Write $n_A=|A|$ and $n_B=|B|$. The mean pair energies are $v_{AA}=E(A)/\binom{n_A}{2}$ within a shell and $v_{AB}=\frac{1}{n_An_B}\sum_{i\in A,\,j\in B}v_{ij}$ between shells. Lean gives a mean with zero denominator the value 0; below, its coefficient is then zero.

```lean
/-- The mean pair energy within a shell `A` of at least two spin orbitals. -/
def meanWithin (v : ι → ι → ℝ) (A : Finset ι) : ℝ :=
  pairEnergy v A / (A.card.choose 2 : ℝ)

/-- The mean pair energy between two nonempty shells `A` and `B`. -/
def meanBetween (v : ι → ι → ℝ) (A B : Finset ι) : ℝ :=
  (∑ i ∈ A, ∑ j ∈ B, v i j) / ((A.card : ℝ) * (B.card : ℝ))
```

The configuration $K_{ab}$ contains every $U\subseteq A\cup B$ with $|U\cap A|=a$ and $|U\cap B|=b$. Its mean energy is $\bar E_{ab}$, with all occupations weighted equally.

```lean
/-- The occupied sets with `a` electrons in `A` and `b` electrons in `B`. -/
def configs (A B : Finset ι) (a b : ℕ) : Finset (Finset ι) :=
  (A ∪ B).powerset.filter (fun S => (S ∩ A).card = a ∧ (S ∩ B).card = b)

/-- The mean interaction energy over a configuration that has at least one occupied set. -/
def configMean (v : ι → ι → ℝ) (A B : Finset ι) (a b : ℕ) : ℝ :=
  (∑ S ∈ configs A B a b, pairEnergy v S) / ((configs A B a b).card : ℝ)
```

In relativistic atomic structure, $A$ and $B$ can be the subshells $j=l\mp\frac12$; the averages then concern the interaction energy at fixed orbitals, without one-electron energies or orbital relaxation. Let $P_a(A)$ denote the $a$-element subsets of $A$ (`A.powersetCard a`). From (e) on, sets that are joined or paired as shells are disjoint, except in (f), which also holds for overlapping shells if $v_{AB}$ is read as the mean between shells, diagonal values included.

### (a) Occupations containing a given set

For $D\subseteq A$ with $|D|=d$, show that
$$\#\{S\in P_a(A):D\subseteq S\}\binom{n_A}{d}=\binom{n_A}{a}\binom ad.$$

If $d\le a$, removing $D$ leaves a free choice of $a-d$ elements from $n_A-d$. The claim is then $\binom{n_A-d}{a-d}\binom{n_A}{d}=\binom{n_A}{a}\binom ad$: both sides count nested choices $D'\subseteq S$ of sizes $d$ and $a$. If $d>a$, both sides vanish. `Finset.card_nbij'` checks the removal and its inverse.

```lean
/-- The number of `a`-electron occupations of `A` that contain a given set `D`, expressed
through binomial coefficients. -/
theorem count_containing {D A : Finset ι} (hD : D ⊆ A) (a : ℕ) :
    ((A.powersetCard a).filter (fun S => D ⊆ S)).card * A.card.choose D.card
      = A.card.choose a * a.choose D.card := by
  by_cases hda : D.card ≤ a
  · -- removing D leaves a free choice in the complement
    have h : ((A.powersetCard a).filter (fun S => D ⊆ S)).card
        = ((A \ D).powersetCard (a - D.card)).card := by
      refine Finset.card_nbij' (fun S => S \ D) (fun T => T ∪ D) ?_ ?_ ?_ ?_
      · intro S hS
        obtain ⟨h1, h2⟩ := Finset.mem_filter.mp hS
        obtain ⟨h3, h4⟩ := Finset.mem_powersetCard.mp h1
        have h5 := Finset.card_sdiff_add_card_eq_card h2
        exact Finset.mem_powersetCard.mpr
          ⟨Finset.sdiff_subset_sdiff h3 (Finset.Subset.refl D), by
            change (S \ D).card = a - D.card
            omega⟩
      · intro T hT
        obtain ⟨h1, h2⟩ := Finset.mem_powersetCard.mp hT
        have h3 : Disjoint T D := Finset.disjoint_left.mpr
          fun x hx => (Finset.mem_sdiff.mp (h1 hx)).2
        have h4 := Finset.card_union_of_disjoint h3
        exact Finset.mem_filter.mpr ⟨Finset.mem_powersetCard.mpr
          ⟨Finset.union_subset (h1.trans Finset.sdiff_subset) hD, by
            change (T ∪ D).card = a
            omega⟩,
          Finset.subset_union_right⟩
      · intro S hS
        exact Finset.sdiff_union_of_subset (Finset.mem_filter.mp hS).2
      · intro T hT
        have h1 := (Finset.mem_powersetCard.mp hT).1
        ext x
        have h2 := @h1 x
        simp only [Finset.mem_sdiff, Finset.mem_union] at h2 ⊢
        tauto
    have hc := Finset.card_sdiff_add_card_eq_card hD
    have hc' : (A \ D).card = A.card - D.card := by omega
    rw [h, Finset.card_powersetCard, hc', Nat.choose_mul hda, mul_comm]
  · have h : (A.powersetCard a).filter (fun S => D ⊆ S) = ∅ := by
      refine Finset.filter_eq_empty_iff.mpr fun S hS hDS => hda ?_
      rw [← (Finset.mem_powersetCard.mp hS).2]
      exact Finset.card_le_card hDS
    rw [h, Nat.choose_eq_zero_of_lt (not_le.mp hda)]
    simp
```

### (b) Extending a sum to the shell

For $S\subseteq A$, show that $\sum_{i\in S}f_i=\sum_{i\in A}[i\in S]f_i$, where the bracket is 1 if true and 0 otherwise.

The added terms are zero.

```lean
lemma sum_restrict {S A : Finset ι} (h : S ⊆ A) (f : ι → ℝ) :
    ∑ i ∈ S, f i = ∑ i ∈ A, if i ∈ S then f i else 0 := by
  rw [Finset.sum_ite_mem, Finset.inter_eq_right.mpr h]
```

### (c) One-electron energies

For $a\le n_A$, show that
$$\sum_{S\in P_a(A)}\sum_{i\in S}f_i=\binom{n_A}{a}\,a\,\frac1{n_A}\sum_{i\in A}f_i.$$

Extend the inner sum by (b) and exchange sums (`Finset.sum_comm`). By (a) with $D=\{i\}$, each $i$ occurs $\binom{n_A}{a}a/n_A$ times. An empty shell gives zero on both sides.

```lean
/-- Summed over all `a`-electron occupations of `A`, a one-electron energy gives the number of
occupations times `a` times its mean over `A`. -/
theorem sum_one_body (f : ι → ℝ) (A : Finset ι) {a : ℕ} (ha : a ≤ A.card) :
    ∑ S ∈ A.powersetCard a, ∑ i ∈ S, f i
      = (A.card.choose a : ℝ) * (a * ((∑ i ∈ A, f i) / (A.card : ℝ))) := by
  rcases A.eq_empty_or_nonempty with rfl | hne
  · have h0 : a = 0 := by simpa using ha
    subst h0
    simp
  have hn : (A.card : ℝ) ≠ 0 := Nat.cast_ne_zero.mpr hne.card_pos.ne'
  calc _ = ∑ S ∈ A.powersetCard a, ∑ i ∈ A, if {i} ⊆ S then f i else 0 := by
        refine Finset.sum_congr rfl fun S hS => ?_
        rw [sum_restrict (Finset.mem_powersetCard.mp hS).1]
        refine Finset.sum_congr rfl fun i _ => ?_
        by_cases h : i ∈ S <;> simp [h]
    _ = ∑ i ∈ A, ((A.card.choose a : ℝ) * a / A.card) * f i := by
        rw [Finset.sum_comm]
        refine Finset.sum_congr rfl fun i hi => ?_
        rw [← Finset.sum_filter, Finset.sum_const, nsmul_eq_mul]
        have h := count_containing (Finset.singleton_subset_iff.mpr hi) a
        rw [Finset.card_singleton, Nat.choose_one_right, Nat.choose_one_right] at h
        congr 1
        rw [eq_div_iff hn]
        exact_mod_cast h
    _ = _ := by rw [← Finset.mul_sum]; ring
```

### (d) Pair energies in one shell

For $a\le n_A$, show that
$$\sum_{S\in P_a(A)}E(S)=\binom{n_A}{a}\binom a2v_{AA}.$$

For $n_A\ge2$, take $D=\{i,j\}$ with $i\ne j$ in (a): each pair occurs $\binom{n_A}{a}\binom a2/\binom{n_A}{2}$ times. Multiplying by $E(A)$ gives the claim; this count is `key`. Smaller shells have no pairs.

```lean
/-- Summed over all `a`-electron occupations of one shell, the interaction energy is the number
of occupations times `C(a,2)` times the mean pair energy. -/
theorem sum_pairEnergy (v : ι → ι → ℝ) (A : Finset ι) {a : ℕ} (ha : a ≤ A.card) :
    ∑ S ∈ A.powersetCard a, pairEnergy v S
      = (A.card.choose a : ℝ) * ((a.choose 2 : ℝ) * meanWithin v A) := by
  by_cases h2 : A.card < 2
  · have h0 : ∀ S ∈ A.powersetCard a, pairEnergy v S = 0 := by
      intro S hS
      have hSA := (Finset.mem_powersetCard.mp hS).1
      have h1 := Finset.card_le_one.mp (Nat.le_of_lt_succ h2)
      have hz : ∑ i ∈ S, ∑ j ∈ S, (if i = j then 0 else v i j) = 0 :=
        Finset.sum_eq_zero fun i hi => Finset.sum_eq_zero fun j hj =>
          if_pos (h1 i (hSA hi) j (hSA hj))
      rw [pairEnergy, hz, zero_div]
    rw [Finset.sum_eq_zero h0, Nat.choose_eq_zero_of_lt (lt_of_le_of_lt ha h2)]
    simp
  have hn : (A.card.choose 2 : ℝ) ≠ 0 :=
    Nat.cast_ne_zero.mpr (Nat.choose_pos (not_lt.mp h2)).ne'
  have key : ∑ S ∈ A.powersetCard a, ∑ i ∈ S, ∑ j ∈ S, (if i = j then 0 else v i j)
      = ∑ i ∈ A, ∑ j ∈ A, ((A.card.choose a : ℝ) * (a.choose 2 : ℝ) / (A.card.choose 2 : ℝ))
        * (if i = j then 0 else v i j) := by
    calc _ = ∑ S ∈ A.powersetCard a, ∑ i ∈ A, ∑ j ∈ A,
          if {i, j} ⊆ S then (if i = j then 0 else v i j) else 0 := by
          refine Finset.sum_congr rfl fun S hS => ?_
          have hSA := (Finset.mem_powersetCard.mp hS).1
          rw [sum_restrict hSA (fun i => ∑ j ∈ S, if i = j then 0 else v i j)]
          refine Finset.sum_congr rfl fun i _ => ?_
          rw [sum_restrict hSA (fun j => if i = j then 0 else v i j)]
          by_cases hi : i ∈ S
          · rw [if_pos hi]
            refine Finset.sum_congr rfl fun j _ => ?_
            by_cases hj : j ∈ S <;> simp [Finset.insert_subset_iff, hi, hj]
          · simp [Finset.insert_subset_iff, hi]
      _ = _ := by
          rw [Finset.sum_comm]
          refine Finset.sum_congr rfl fun i hi => ?_
          rw [Finset.sum_comm]
          refine Finset.sum_congr rfl fun j hj => ?_
          rw [← Finset.sum_filter, Finset.sum_const, nsmul_eq_mul]
          by_cases hij : i = j
          · simp [hij]
          have hD : ({i, j} : Finset ι) ⊆ A :=
            Finset.insert_subset hi (Finset.singleton_subset_iff.mpr hj)
          have h := count_containing hD a
          rw [Finset.card_pair hij] at h
          congr 1
          rw [eq_div_iff hn]
          exact_mod_cast h
  simp only [meanWithin, pairEnergy]
  rw [← Finset.sum_div, key]
  simp only [← Finset.mul_sum]
  ring
```

By hand, the same count with $|D|=3$ gives a mean three-body energy of $\binom a3$ times the mean triple energy, for $n_A\ge3$.

### (e) Joining two occupations

For disjoint $S,T$ and symmetric $v$, show that
$$E(S\cup T)=E(S)+E(T)+\sum_{i\in S,\,j\in T}v_{ij}.$$

The double sum splits into blocks $SS$, $TT$, $ST$ and $TS$. The last two are equal by symmetry, and the factor $\frac12$ leaves one of them.

```lean
/-- The interaction energy of two disjoint occupied sets is the sum of their internal energies
and the energy of all cross pairs. -/
theorem pairEnergy_union {v : ι → ι → ℝ} (hv : ∀ i j, v i j = v j i) {S T : Finset ι}
    (h : Disjoint S T) : pairEnergy v (S ∪ T)
      = pairEnergy v S + pairEnergy v T + ∑ i ∈ S, ∑ j ∈ T, v i j := by
  have h1 : ∑ i ∈ S, ∑ j ∈ T, (if i = j then 0 else v i j) = ∑ i ∈ S, ∑ j ∈ T, v i j :=
    Finset.sum_congr rfl fun i hi => Finset.sum_congr rfl fun j hj =>
      if_neg (by rintro rfl; exact Finset.disjoint_left.mp h hi hj)
  have h2 : ∑ i ∈ T, ∑ j ∈ S, (if i = j then 0 else v i j) = ∑ i ∈ S, ∑ j ∈ T, v i j := by
    rw [Finset.sum_comm, ← h1]
    refine Finset.sum_congr rfl fun i _ => Finset.sum_congr rfl fun j _ => ?_
    simp only [eq_comm (a := j), hv j i]
  simp only [pairEnergy, Finset.sum_union h, Finset.sum_add_distrib]
  rw [h1, h2]
  ring
```

### (f) Cross pairs

For $a\le n_A$, $b\le n_B$, show that
$$\sum_{S\in P_a(A)}\sum_{T\in P_b(B)}\sum_{i\in S,\,j\in T}v_{ij}=\binom{n_A}{a}\binom{n_B}{b}ab\,v_{AB}.$$

At fixed $i$, (c) turns the sum over $T$ into $\binom{n_B}{b}\frac b{n_B}\sum_{j\in B}v_{ij}$. Apply (c) again, over $S$.

```lean
lemma sum_cross (v : ι → ι → ℝ) (A B : Finset ι) {a b : ℕ}
    (ha : a ≤ A.card) (hb : b ≤ B.card) :
    ∑ S ∈ A.powersetCard a, ∑ T ∈ B.powersetCard b, ∑ i ∈ S, ∑ j ∈ T, v i j
      = (A.card.choose a : ℝ) * (B.card.choose b : ℝ) * (a * b * meanBetween v A B) := by
  have h : ∀ S ∈ A.powersetCard a, ∑ T ∈ B.powersetCard b, ∑ i ∈ S, ∑ j ∈ T, v i j
      = ∑ i ∈ S, (B.card.choose b : ℝ) * (b * ((∑ j ∈ B, v i j) / (B.card : ℝ))) := by
    intro S _
    rw [Finset.sum_comm]
    exact Finset.sum_congr rfl fun i _ => sum_one_body (v i) B hb
  rw [Finset.sum_congr rfl h, sum_one_body _ A ha]
  simp only [← Finset.mul_sum, ← Finset.sum_div, meanBetween]
  ring
```

### (g) Independent choices in the shells

Show that $\sum_{U\in K_{ab}}f(U)=\sum_{S\in P_a(A)}\sum_{T\in P_b(B)}f(S\cup T)$.

The map $U\mapsto(U\cap A,U\cap B)$ has inverse $(S,T)\mapsto S\cup T$, because the shells are disjoint.

```lean
lemma sum_configs {A B : Finset ι} (hAB : Disjoint A B) (a b : ℕ) (f : Finset ι → ℝ) :
    ∑ U ∈ configs A B a b, f U
      = ∑ S ∈ A.powersetCard a, ∑ T ∈ B.powersetCard b, f (S ∪ T) := by
  have key : ∀ S T : Finset ι, S ⊆ A → T ⊆ B → (S ∪ T) ∩ A = S ∧ (S ∪ T) ∩ B = T := by
    intro S T hS hT
    constructor <;> ext x <;>
      have h1 := @hS x <;> have h2 := @hT x <;>
      have h3 : x ∈ A → x ∉ B := fun h => Finset.disjoint_left.mp hAB h <;>
      simp only [Finset.mem_inter, Finset.mem_union] <;> tauto
  have back : ∀ U ∈ configs A B a b, U ∩ A ∪ U ∩ B = U := by
    intro U hU
    rw [← Finset.inter_union_distrib_left]
    exact Finset.inter_eq_left.mpr (Finset.mem_powerset.mp (Finset.mem_filter.mp hU).1)
  rw [← Finset.sum_product']
  refine Finset.sum_nbij' (fun U => (U ∩ A, U ∩ B)) (fun p => p.1 ∪ p.2) ?_ ?_ back ?_ ?_
  · intro U hU
    obtain ⟨_, h1, h2⟩ := Finset.mem_filter.mp hU
    exact Finset.mem_product.mpr
      ⟨Finset.mem_powersetCard.mpr ⟨Finset.inter_subset_right, h1⟩,
        Finset.mem_powersetCard.mpr ⟨Finset.inter_subset_right, h2⟩⟩
  · intro p hp
    obtain ⟨h1, h2⟩ := Finset.mem_product.mp hp
    obtain ⟨hS, ha⟩ := Finset.mem_powersetCard.mp h1
    obtain ⟨hT, hb⟩ := Finset.mem_powersetCard.mp h2
    obtain ⟨k1, k2⟩ := key _ _ hS hT
    exact Finset.mem_filter.mpr ⟨Finset.mem_powerset.mpr (Finset.union_subset_union hS hT),
      by rw [k1, ha], by rw [k2, hb]⟩
  · intro p hp
    obtain ⟨h1, h2⟩ := Finset.mem_product.mp hp
    obtain ⟨k1, k2⟩ := key _ _ (Finset.mem_powersetCard.mp h1).1
      (Finset.mem_powersetCard.mp h2).1
    exact Prod.ext k1 k2
  · intro U hU
    exact congrArg f (back U hU).symm
```

### (h) Size of a configuration

Show that $|K_{ab}|=\binom{n_A}{a}\binom{n_B}{b}$.

Set $f=1$ in (g).

```lean
lemma card_configs {A B : Finset ι} (hAB : Disjoint A B) (a b : ℕ) :
    ((configs A B a b).card : ℝ) = (A.card.choose a : ℝ) * (B.card.choose b : ℝ) := by
  have h := sum_configs hAB a b (fun _ => (1 : ℝ))
  simpa using h
```

### (i) The configuration mean

For symmetric $v$, $a\le n_A$ and $b\le n_B$, show that
$$\bar E_{ab}=\binom a2v_{AA}+ab\,v_{AB}+\binom b2v_{BB}.$$

By (g) and (e), sum $E(S)+E(T)+\sum_{i\in S,\,j\in T}v_{ij}$ over $S$ and $T$. Parts (d) and (f) give $\binom{n_A}{a}\binom{n_B}{b}$ times the right-hand side. Divide by (h), which is nonzero under the stated bounds.

```lean
/-- The mean interaction energy with `a` electrons in `A` and `b` in `B` is
`C(a,2) vAA + a b vAB + C(b,2) vBB`, in terms of the mean pair energies. -/
theorem configuration_average {v : ι → ι → ℝ} (hv : ∀ i j, v i j = v j i)
    {A B : Finset ι} (hAB : Disjoint A B) {a b : ℕ} (ha : a ≤ A.card) (hb : b ≤ B.card) :
    configMean v A B a b = (a.choose 2 : ℝ) * meanWithin v A
      + a * b * meanBetween v A B + (b.choose 2 : ℝ) * meanWithin v B := by
  have hA : (A.card.choose a : ℝ) ≠ 0 := Nat.cast_ne_zero.mpr (Nat.choose_pos ha).ne'
  have hB : (B.card.choose b : ℝ) ≠ 0 := Nat.cast_ne_zero.mpr (Nat.choose_pos hb).ne'
  have h : ∑ S ∈ A.powersetCard a, ∑ T ∈ B.powersetCard b, pairEnergy v (S ∪ T)
      = ∑ S ∈ A.powersetCard a, ∑ T ∈ B.powersetCard b,
        (pairEnergy v S + pairEnergy v T + ∑ i ∈ S, ∑ j ∈ T, v i j) :=
    Finset.sum_congr rfl fun S hS => Finset.sum_congr rfl fun T hT =>
      pairEnergy_union hv (Finset.disjoint_of_subset_left (Finset.mem_powersetCard.mp hS).1
        (Finset.disjoint_of_subset_right (Finset.mem_powersetCard.mp hT).1 hAB))
  rw [configMean, card_configs hAB, sum_configs hAB, h, div_eq_iff (mul_ne_zero hA hB)]
  simp only [Finset.sum_add_distrib, Finset.sum_const, nsmul_eq_mul, ← Finset.mul_sum,
    Finset.card_powersetCard]
  rw [sum_pairEnergy v A ha, sum_pairEnergy v B hb, sum_cross v A B ha hb]
  ring
```

### (j) Sorting by occupation numbers

Show that $\sum_{a+b=N}\sum_{U\in K_{ab}}f(U)=\sum_{U\in P_N(A\cup B)}f(U)$.

Since $|U\cap A|+|U\cap B|=|U|$, each $N$-electron set lies in exactly one $K_{ab}$. Lean lists the pairs $(a,b)$ as `antidiagonal N`.

```lean
lemma sum_over_splittings {A B : Finset ι} (hAB : Disjoint A B) (N : ℕ)
    (f : Finset ι → ℝ) :
    ∑ p ∈ antidiagonal N, ∑ U ∈ configs A B p.1 p.2, f U
      = ∑ U ∈ (A ∪ B).powersetCard N, f U := by
  have hc : ∀ U ⊆ A ∪ B, (U ∩ A).card + (U ∩ B).card = U.card := by
    intro U hU
    have hd : Disjoint (U ∩ A) (U ∩ B) := Finset.disjoint_of_subset_left
      Finset.inter_subset_right (Finset.disjoint_of_subset_right Finset.inter_subset_right hAB)
    rw [← Finset.card_union_of_disjoint hd, ← Finset.inter_union_distrib_left,
      Finset.inter_eq_left.mpr hU]
  have hmaps : ∀ U ∈ (A ∪ B).powersetCard N,
      ((U ∩ A).card, (U ∩ B).card) ∈ antidiagonal N := by
    intro U hU
    obtain ⟨h1, h2⟩ := Finset.mem_powersetCard.mp hU
    exact Finset.HasAntidiagonal.mem_antidiagonal.mpr ((hc U h1).trans h2)
  rw [← Finset.sum_fiberwise_of_maps_to hmaps f]
  refine Finset.sum_congr rfl fun p hp => Finset.sum_congr ?_ fun _ _ => rfl
  have hp' := Finset.HasAntidiagonal.mem_antidiagonal.mp hp
  ext U
  simp only [configs, Finset.mem_filter, Finset.mem_powerset, Finset.mem_powersetCard,
    Prod.ext_iff]
  constructor
  · rintro ⟨h1, h2, h3⟩
    have h4 := hc U h1
    exact ⟨⟨h1, by omega⟩, h2, h3⟩
  · rintro ⟨⟨h1, _⟩, h2, h3⟩
    exact ⟨h1, h2, h3⟩
```

### (k) Averaging over the splittings

With $w_{ab}=\binom{n_A}{a}\binom{n_B}{b}$ and $N\le|A\cup B|$, show that
$$\frac{\sum_{a+b=N}w_{ab}\bar E_{ab}}{\sum_{a+b=N}w_{ab}}=\binom N2v_{A\cup B,\,A\cup B}.$$

By (h), $w_{ab}\bar E_{ab}=\sum_{U\in K_{ab}}E(U)$ (`h1`). By (j), the numerator is the sum of $E$ over $P_N(A\cup B)$, and the denominator is $\binom{n_A+n_B}{N}$ (`h2`). Apply (d) to $A\cup B$. Symmetry of $v$ is not used.

```lean
/-- Averaging the configuration means over all `a + b = N` with weights `C(|A|,a) C(|B|,b)`
gives `C(N,2)` times the mean pair energy of the whole shell `A ∪ B`. -/
theorem weighted_average (v : ι → ι → ℝ) {A B : Finset ι} (hAB : Disjoint A B) {N : ℕ}
    (hN : N ≤ (A ∪ B).card) :
    (∑ p ∈ antidiagonal N, (A.card.choose p.1 : ℝ) * (B.card.choose p.2 : ℝ)
        * configMean v A B p.1 p.2)
      / (∑ p ∈ antidiagonal N, (A.card.choose p.1 : ℝ) * (B.card.choose p.2 : ℝ))
      = (N.choose 2 : ℝ) * meanWithin v (A ∪ B) := by
  -- a weight times a mean is the plain sum over the configuration
  have h1 : ∀ p ∈ antidiagonal N, (A.card.choose p.1 : ℝ) * (B.card.choose p.2 : ℝ)
      * configMean v A B p.1 p.2 = ∑ U ∈ configs A B p.1 p.2, pairEnergy v U := by
    intro p _
    rw [← card_configs hAB, configMean]
    rcases (configs A B p.1 p.2).eq_empty_or_nonempty with h | h
    · simp [h]
    · have h0 : ((configs A B p.1 p.2).card : ℝ) ≠ 0 :=
        Nat.cast_ne_zero.mpr h.card_pos.ne'
      field_simp
  have h2 : ∑ p ∈ antidiagonal N, (A.card.choose p.1 : ℝ) * (B.card.choose p.2 : ℝ)
      = ((A ∪ B).card.choose N : ℝ) := by
    have h := sum_over_splittings hAB N (fun _ => (1 : ℝ))
    simp only [Finset.sum_const, nsmul_eq_mul, mul_one, Finset.card_powersetCard,
      card_configs hAB] at h
    exact h
  have h3 : ((A ∪ B).card.choose N : ℝ) ≠ 0 :=
    Nat.cast_ne_zero.mpr (Nat.choose_pos hN).ne'
  rw [Finset.sum_congr rfl h1, h2, sum_over_splittings hAB, sum_pairEnergy v _ hN,
    div_eq_iff h3]
  ring
```

### (l) Relativistic subshells

For symmetric $v$, $n_A=2l$ and $n_B=2l+2$, show that
$$v_{A\cup B,\,A\cup B}=\frac{l(2l-1)v_{AA}+4l(l+1)v_{AB}+(l+1)(2l+1)v_{BB}}{(2l+1)(4l+1)}.$$

Fill both subshells. By (e), $E(A\cup B)=\binom{2l}{2}v_{AA}+2l(2l+2)v_{AB}+\binom{2l+2}{2}v_{BB}$, which is the numerator. Divide by $\binom{4l+2}{2}=(2l+1)(4l+1)$. In Lean, `le_rfl` selects full shells in (d) and (f). For $l=0$ only $v_{BB}$ remains.

```lean
/-- For subshells of `2l` and `2l + 2` spin orbitals, the overall mean pair energy is the mean
of the three subshell values weighted by their numbers of pairs. -/
theorem subshell_mean {v : ι → ι → ℝ} (hv : ∀ i j, v i j = v j i) {A B : Finset ι}
    (hAB : Disjoint A B) (l : ℕ) (hA : A.card = 2 * l) (hB : B.card = 2 * l + 2) :
    meanWithin v (A ∪ B) = (l * (2 * l - 1) * meanWithin v A
      + 4 * l * (l + 1) * meanBetween v A B + (l + 1) * (2 * l + 1) * meanWithin v B)
      / ((2 * l + 1) * (4 * l + 1)) := by
  -- the closed-shell case of the sums above
  have h1 := sum_pairEnergy v A le_rfl
  have h2 := sum_pairEnergy v B le_rfl
  have h3 := sum_cross v A B le_rfl le_rfl
  simp only [Finset.powersetCard_self, Finset.sum_singleton, Nat.choose_self, Nat.cast_one,
    one_mul] at h1 h2 h3
  change pairEnergy v (A ∪ B) / ((A ∪ B).card.choose 2 : ℝ) = _
  rw [pairEnergy_union hv hAB, h1, h2, h3, Finset.card_union_of_disjoint hAB, hA, hB,
    Nat.cast_choose_two, Nat.cast_choose_two, Nat.cast_choose_two]
  congr 1 <;> push_cast <;> ring

end

end RelativisticConfigurationAverage
```

```lean
#print axioms RelativisticConfigurationAverage.configuration_average
-- 'RelativisticConfigurationAverage.configuration_average' depends on axioms: [propext, Classical.choice, Quot.sound]
#print axioms RelativisticConfigurationAverage.weighted_average
-- 'RelativisticConfigurationAverage.weighted_average' depends on axioms: [propext, Classical.choice, Quot.sound]
#print axioms RelativisticConfigurationAverage.subshell_mean
-- 'RelativisticConfigurationAverage.subshell_mean' depends on axioms: [propext, Classical.choice, Quot.sound]
```
